# Equal-weight averaging over sharp cutoffs does not make the radial integral of u sin(ku) converge for k > 0

The undamped oscillation u sin(ku), with u a separation and k a fixed real number, is integrated from 0 to a sharp cutoff, and the result is averaged with equal weight over all cutoffs between 0 and R. The theorem `meanCutoff_no_limit` states that for k > 0 this average tends to no finite limit as R goes to infinity. The proof supposes a limit L and uses a closed form for the integral over cutoffs. Along cutoffs R = (c + 2πn)/k, with n running through the natural numbers, this gives k³L = −k sin c for every phase c. The phases c = 0 and c = π/2 then demand different values, 0 and −k, which is a contradiction.

The first attempt, which Lean rejects:

```lean
import Mathlib

open Real Filter Topology MeasureTheory Set

namespace HoleConvergenceFactor

noncomputable section

/-- The radial integral of the undamped oscillation `u sin (k u)` up to a sharp cutoff `R`. -/
def cutoffIntegral (k R : ℝ) : ℝ := ∫ u in (0 : ℝ)..R, u * sin (k * u)

/-- The average of the sharp-cutoff integral over all cutoffs between `0` and `R`. -/
def meanCutoff (k R : ℝ) : ℝ := (∫ r in (0 : ℝ)..R, cutoffIntegral k r) / R

/-- The phase `k u` has derivative `k` with respect to the separation `u`. -/
theorem hasDerivAt_phase (k u : ℝ) : HasDerivAt (fun u : ℝ => k * u) k u := by
  simpa using (hasDerivAt_id u).const_mul k

/-- Closed form of the sharp-cutoff integral, multiplied by `k ^ 2`. -/
theorem cutoff_closed (k R : ℝ) :
    k ^ 2 * cutoffIntegral k R = sin (k * R) - k * R * cos (k * R) := by
  have hd : ∀ u ∈ uIcc 0 R, HasDerivAt (fun u : ℝ => sin (k * u) - k * u * cos (k * u))
      (k ^ 2 * (u * sin (k * u))) u := by
    intro u _
    have h1 := hasDerivAt_phase k u
    exact (h1.sin.fun_sub (h1.fun_mul h1.cos)).congr_deriv (by ring)
  have h := intervalIntegral.integral_eq_sub_of_hasDerivAt hd
    (Continuous.intervalIntegrable (by fun_prop) _ _)
  rw [intervalIntegral.integral_const_mul] at h
  rw [cutoffIntegral, h]
  simp

/-- The cutoffs at which the oscillation has a given phase `c` extend to infinity. -/
theorem cutoffs_of_phase {k : ℝ} (hk : 0 < k) (c : ℝ) :
    Tendsto (fun n : ℕ => (c + n * (2 * π)) / k) atTop atTop :=
  (tendsto_atTop_add_const_left _ c
    (tendsto_natCast_atTop_atTop.atTop_mul_const (by positivity))).atTop_div_const hk

/-- For `k > 0` the equal-weight mean of the sharp-cutoff integral over the cutoffs between `0` and
`R` has no finite limit as `R` grows. -/
theorem meanCutoff_no_limit {k : ℝ} (hk : 0 < k) :
    ¬ ∃ L, Tendsto (meanCutoff k) atTop (𝓝 L) := by
  -- closed form of the integral over cutoffs
  have closed : ∀ R : ℝ, k ^ 3 * (∫ r in (0 : ℝ)..R, cutoffIntegral k r)
      = 2 * (1 - cos (k * R)) - k * R * sin (k * R) := by
    intro R
    have hd : ∀ r ∈ uIcc 0 R, HasDerivAt
        (fun r : ℝ => 2 * (1 - cos (k * r)) - k * r * sin (k * r))
        (k * (sin (k * r) - k * r * cos (k * r))) r := by
      intro r _
      have h1 := hasDerivAt_phase k r
      exact (((h1.cos.const_sub 1).const_mul 2).fun_sub (h1.fun_mul h1.sin)).congr_deriv
        (by ring)
    have h := intervalIntegral.integral_eq_sub_of_hasDerivAt hd
      (Continuous.intervalIntegrable (by fun_prop) _ _)
    have hc : ∀ r : ℝ, k * (sin (k * r) - k * r * cos (k * r))
        = k ^ 3 * cutoffIntegral k r := by
      intro r
      rw [← cutoff_closed]
      ring
    simp only [hc] at h
    rw [intervalIntegral.integral_const_mul] at h
    rw [h]
    simp
  rintro ⟨L, hL⟩
  -- along cutoffs of phase `c` the limit would depend on `c`
  have key : ∀ c : ℝ, k ^ 3 * L = 0 - k * sin c := by
    intro c
    have ht := cutoffs_of_phase hk c
    have h1 : Tendsto (fun n : ℕ => k ^ 3 * meanCutoff k ((c + n * (2 * π)) / k)) atTop
        (𝓝 (k ^ 3 * L)) := (hL.comp ht).const_mul _
    have h2 : Tendsto (fun n : ℕ => 2 * (1 - cos c) / ((c + n * (2 * π)) / k) - k * sin c)
        atTop (𝓝 (0 - k * sin c)) := (ht.const_div_atTop _).sub_const _
    refine tendsto_nhds_unique (h1.congr' ?_) h2
    filter_upwards [ht.eventually_gt_atTop 0] with n hn
    have hne : c + n * (2 * π) ≠ 0 := by
      intro h0
      rw [h0, zero_div] at hn
      exact lt_irrefl _ hn
    have hp : k * ((c + n * (2 * π)) / k) = c + n * (2 * π) := by field_simp
    have h := closed ((c + n * (2 * π)) / k)
    rw [hp, Real.sin_add_nat_mul_two_pi, Real.cos_add_nat_mul_two_pi] at h
    rw [meanCutoff, ← mul_div_assoc, h, sub_div]
    congr 1
    field_simp
  have h0 := key 0
  have h1 := key (π / 2)
  rw [Real.sin_zero] at h0
  rw [Real.sin_pi_div_two] at h1
  linarith

end

end HoleConvergenceFactor
```

The error:

```
Main.lean:67:51: error: unsolved goals
case e_a
k : ℝ
hk : 0 < k
closed : ∀ (R : ℝ), k ^ 3 * ∫ (r : ℝ) in 0..R, cutoffIntegral k r = 2 * (1 - cos (k * R)) - k * R * sin (k * R)
L : ℝ
hL : Tendsto (meanCutoff k) atTop (𝓝 L)
c : ℝ
ht : Tendsto (fun n => (c + ↑n * (2 * π)) / k) atTop atTop
h1 : Tendsto (fun n => k ^ 3 * meanCutoff k ((c + ↑n * (2 * π)) / k)) atTop (𝓝 (k ^ 3 * L))
h2 : Tendsto (fun n => 2 * (1 - cos c) / ((c + ↑n * (2 * π)) / k) - k * sin c) atTop (𝓝 (0 - k * sin c))
n : ℕ
hn : 0 < (c + ↑n * (2 * π)) / k
hne : c + ↑n * (2 * π) ≠ 0
hp : k * ((c + ↑n * (2 * π)) / k) = c + ↑n * (2 * π)
h : k ^ 3 * ∫ (r : ℝ) in 0..(c + ↑n * (2 * π)) / k, cutoffIntegral k r = 2 * (1 - cos c) - (c + ↑n * (2 * π)) * sin c
⊢ (c + ↑n * 2 * π) * sin c / (c + ↑n * 2 * π) = sin c
```

After these edits no error is left:

```diff
@@ -83,5 +83,8 @@
     rw [meanCutoff, ← mul_div_assoc, h, sub_div]
     congr 1
-    field_simp
+    have cancel : ∀ x : ℝ, x ≠ 0 → x * sin c / (x / k) = k * sin c := by
+      intro x hx
+      field_simp
+    exact cancel _ hne
   have h0 := key 0
   have h1 := key (π / 2)
```

What went wrong. The one error is a goal left open in the proof of `key`. After `congr 1`, what remained to be shown was that `(c + n * (2 * π)) * sin c`, divided by `(c + n * (2 * π)) / k`, equals `k * sin c`. The closing `field_simp` cleared `k` but also regrouped the product inside the sum, turning `c + n * (2 * π)` into `c + n * 2 * π`. To cancel that sum it needed to know that it is nonzero. The hypothesis `hne` says so, but in the old grouping, so it did not match, and the sum stayed above and below the fraction bar.

The repair proves the cancellation first for an arbitrary nonzero real `x`, as `cancel`. There the denominator is a single variable with nothing inside to regroup, so `hx` fits and `field_simp` finishes. `exact cancel _ hne` then applies the result to the original sum, whose grouping is still the one in `hne`.
